# Polarization selection rules for silicon's Raman-active phonons along (1,1,1) and (1,1,0)

Silicon enters here as three explicit real matrices with one constant \(d\); their form is assumed, not derived from the crystal's symmetry group. The constant stands for the change of the electronic polarizability per unit displacement of the optical phonon.

```lean
import Mathlib

open Matrix

namespace SiliconRaman

noncomputable section
```

The matrices \(R_0,R_1,R_2\) belong to displacements along \(x,y,z\), in the cubic axes. Vector components are also numbered 0, 1, 2, as in Lean.

```lean
/-- The three Raman matrices of silicon, for phonon displacements along x, y and z,
with entry `d` at the yz, xz and xy positions. -/
def raman (d : ℝ) : Fin 3 → Matrix (Fin 3) (Fin 3) ℝ :=
  ![!![0, 0, 0; 0, 0, d; 0, d, 0],
    !![0, 0, d; 0, 0, 0; d, 0, 0],
    !![0, d, 0; d, 0, 0; 0, 0, 0]]
```

A phonon with displacement \(u\) has the tensor \(\sum_j u_jR_j\).

```lean
/-- The Raman tensor of a phonon with displacement vector `u`. -/
def modeTensor (d : ℝ) (u : Fin 3 → ℝ) : Matrix (Fin 3) (Fin 3) ℝ :=
  ∑ j, u j • raman d j
```

Incident and scattered light have real polarization vectors \(f\) and \(e\), so the polarizations are linear. The amplitude is \(e^{T}Rf\), and "intensity" means its square, without frequency factors or phonon populations. Lengths are left free unless a part fixes them.

```lean
/-- The scattering amplitude `eᵀ R f` between the light polarizations `e` and `f`. -/
def amplitude (R : Matrix (Fin 3) (Fin 3) ℝ) (e f : Fin 3 → ℝ) : ℝ :=
  e ⬝ᵥ (R *ᵥ f)
```

In backscattering, both polarizations are orthogonal to the common axis of the light and the phonon wavevector. A longitudinal phonon is displaced along that axis, a transverse one orthogonal to it. For (1,1,1) the unit axis and a triad containing it are written out.

```lean
/-- The unit vector along the (1,1,1) direction. -/
def axis111 : Fin 3 → ℝ := fun _ => 1 / Real.sqrt 3

/-- An orthogonal triad: (1,1,1), (1,-1,0) and (1,1,-2), each normalized. -/
def triad111 : Matrix (Fin 3) (Fin 3) ℝ :=
  !![1 / Real.sqrt 3, 1 / Real.sqrt 3, 1 / Real.sqrt 3;
     1 / Real.sqrt 2, -(1 / Real.sqrt 2), 0;
     1 / Real.sqrt 6, 1 / Real.sqrt 6, -(2 * (1 / Real.sqrt 6))]
```

Within this first-order model with real tensors, the results below give polarization tests for a computed Raman tensor of silicon.

## (a) Amplitudes of the Cartesian phonons

**Task.** Write \(r_j=e^{T}R_jf\) and show that
\[
r_0=d(e_1f_2+e_2f_1),\quad r_1=d(e_0f_2+e_2f_0),\quad r_2=d(e_0f_1+e_1f_0).
\]

**Solution.** The first matrix gives \(R_0f=d\,(0,f_2,f_1)\), and the dot product with \(e\) is \(r_0\). Likewise \(R_1f=d\,(f_2,0,f_0)\) and \(R_2f=d\,(f_1,f_0,0)\). Lean expands the same products with `simp` and finishes with `ring`.

```lean
/-- The amplitudes of the x, y and z phonons in terms of the polarization components. -/
theorem amplitude_raman (d : ℝ) (e f : Fin 3 → ℝ) :
    amplitude (raman d 0) e f = d * (e 1 * f 2 + e 2 * f 1) ∧
    amplitude (raman d 1) e f = d * (e 0 * f 2 + e 2 * f 0) ∧
    amplitude (raman d 2) e f = d * (e 0 * f 1 + e 1 * f 0) := by
  refine ⟨?_, ?_, ?_⟩ <;>
    simp [amplitude, raman, Matrix.mulVec, dotProduct, Fin.sum_univ_three] <;> ring
```

## (b) A phonon with arbitrary displacement

**Task.** Show that the amplitude is linear in the displacement:
\[
e^{T}\Big(\sum_j u_jR_j\Big)f=\sum_j u_jr_j .
\]

**Solution.** Matrix multiplication distributes over the sum, and each number \(u_j\) can be taken out of its term. The proof writes out the three components and compares them.

```lean
/-- The amplitude of a phonon is linear in its displacement vector. -/
theorem amplitude_modeTensor (d : ℝ) (u e f : Fin 3 → ℝ) :
    amplitude (modeTensor d u) e f = ∑ j, u j * amplitude (raman d j) e f := by
  simp only [amplitude, modeTensor, dotProduct, Matrix.mulVec, Fin.sum_univ_three,
    Matrix.add_apply, Matrix.smul_apply, smul_eq_mul]
  ring
```

## (c) Changing the basis of the phonon triplet

**Task.** Let the rows of \(O\) be three orthonormal displacements, \(OO^{T}=1\). Show that
\[
\sum_a\Big(\sum_j O_{aj}r_j\Big)^2=\sum_j r_j^2 .
\]

**Solution.** Expanding the square gives
\[
\sum_{j,k}r_jr_k\sum_aO_{aj}O_{ak}=\sum_{j,k}r_jr_k\,(O^{T}O)_{jk}.
\]
For a square matrix, \(OO^{T}=1\) implies \(O^{T}O=1\), so only the terms with \(j=k\) survive. The summed intensity of the degenerate triplet is therefore independent of the basis chosen for it.

In Lean, `mul_eq_one_comm` turns orthonormal rows into orthonormal columns. The final `linear_combination` weights the six column relations by the products \(r_jr_k\).

```lean
/-- The intensity summed over the phonon triplet is the same for every orthonormal
triad of phonon displacements, given by the rows of `O`. -/
theorem total_basis_independent (d : ℝ) (O : Matrix (Fin 3) (Fin 3) ℝ)
    (hO : O * Oᵀ = 1) (e f : Fin 3 → ℝ) :
    ∑ a, amplitude (modeTensor d (O a)) e f ^ 2 =
      ∑ j, amplitude (raman d j) e f ^ 2 := by
  -- orthonormal rows of a square matrix give orthonormal columns
  have hO' : Oᵀ * O = 1 := mul_eq_one_comm.mp hO
  have h : ∀ i j, O 0 i * O 0 j + O 1 i * O 1 j + O 2 i * O 2 j =
      (1 : Matrix (Fin 3) (Fin 3) ℝ) i j := by
    intro i j
    rw [← hO']
    simp only [Matrix.mul_apply, Matrix.transpose_apply, Fin.sum_univ_three]
  have h00 := (h 0 0).trans (Matrix.one_apply_eq 0)
  have h11 := (h 1 1).trans (Matrix.one_apply_eq 1)
  have h22 := (h 2 2).trans (Matrix.one_apply_eq 2)
  have h01 := (h 0 1).trans (Matrix.one_apply_ne (by decide))
  have h02 := (h 0 2).trans (Matrix.one_apply_ne (by decide))
  have h12 := (h 1 2).trans (Matrix.one_apply_ne (by decide))
  simp only [amplitude_modeTensor, Fin.sum_univ_three]
  generalize amplitude (raman d 0) e f = a
  generalize amplitude (raman d 1) e f = b
  generalize amplitude (raman d 2) e f = c
  linear_combination a ^ 2 * h00 + b ^ 2 * h11 + c ^ 2 * h22 +
    2 * a * b * h01 + 2 * a * c * h02 + 2 * b * c * h12
```

## (d) Total intensity along (1,1,1)

**Task.** For \(e\) and \(f\) orthogonal to (1,1,1), show that
\[
\sum_j r_j^2=\frac{d^2}{3}\left(2|e|^2|f|^2+(e\cdot f)^2\right).
\]

**Solution.** Orthogonality gives \(e_2=-e_0-e_1\) and \(f_2=-f_0-f_1\). Set
\[
X=e_0f_0,\qquad Y=e_1f_1,\qquad S=e_0f_1+e_1f_0 .
\]
The amplitudes become \(r_0=-d(S+2Y)\), \(r_1=-d(S+2X)\) and \(r_2=dS\), so
\[
\sum_j r_j^2=d^2\left(4X^2+4Y^2+3S^2+4S(X+Y)\right).
\]
On the other side, \(e\cdot f=2X+2Y+S\), and
\[
|e|^2|f|^2=4(e_0^2+e_0e_1+e_1^2)(f_0^2+f_0f_1+f_1^2)
=4\left(X^2+Y^2+S^2-XY+S(X+Y)\right).
\]
Hence
\[
2|e|^2|f|^2+(e\cdot f)^2=12X^2+12Y^2+9S^2+12S(X+Y),
\]
which is three times the bracket found above. Lean makes the same elimination and leaves the polynomial identity to `ring`.

```lean
/-- Total Raman intensity of the phonon triplet for two polarizations orthogonal
to (1,1,1). -/
theorem total_111 (d : ℝ) {e f : Fin 3 → ℝ}
    (he : e ⬝ᵥ ![1, 1, 1] = 0) (hf : f ⬝ᵥ ![1, 1, 1] = 0) :
    ∑ j, amplitude (raman d j) e f ^ 2 =
      d ^ 2 * (2 * (e ⬝ᵥ e) * (f ⬝ᵥ f) + (e ⬝ᵥ f) ^ 2) / 3 := by
  obtain ⟨r0, r1, r2⟩ := amplitude_raman d e f
  simp only [dotProduct, Fin.sum_univ_three] at he hf ⊢
  have he' : e 0 + e 1 + e 2 = 0 := by simpa using he
  have hf' : f 0 + f 1 + f 2 = 0 := by simpa using hf
  -- eliminate the third component of each polarization
  have e2 : e 2 = -e 0 - e 1 := by linarith
  have f2 : f 2 = -f 0 - f 1 := by linarith
  rw [r0, r1, r2, e2, f2]
  ring
```

## (e) The longitudinal share

**Task.** For the same polarizations and the unit displacement \(u=(1,1,1)/\sqrt3\), show that
\[
\Big(\sum_j u_jr_j\Big)^2=\frac{d^2}{3}(e\cdot f)^2 .
\]

**Solution.** With the amplitudes of part (d),
\[
\frac{r_0+r_1+r_2}{\sqrt3}=-\frac{d}{\sqrt3}(S+2X+2Y)=-\frac{d}{\sqrt3}\,e\cdot f .
\]
Squaring gives the claim. The longitudinal phonon is thus silent for crossed polarizations. In the proof, `hs` supplies \((1/\sqrt3)^2=1/3\), and the rest is polynomial algebra.

```lean
/-- Intensity of the longitudinal phonon along (1,1,1) for two polarizations
orthogonal to that direction. -/
theorem longitudinal_111 (d : ℝ) {e f : Fin 3 → ℝ}
    (he : e ⬝ᵥ ![1, 1, 1] = 0) (hf : f ⬝ᵥ ![1, 1, 1] = 0) :
    amplitude (modeTensor d axis111) e f ^ 2 = d ^ 2 * (e ⬝ᵥ f) ^ 2 / 3 := by
  obtain ⟨r0, r1, r2⟩ := amplitude_raman d e f
  simp only [dotProduct, Fin.sum_univ_three] at he hf ⊢
  have he' : e 0 + e 1 + e 2 = 0 := by simpa using he
  have hf' : f 0 + f 1 + f 2 = 0 := by simpa using hf
  have hs : (1 / Real.sqrt 3) ^ 2 = 1 / 3 := by
    rw [div_pow, Real.sq_sqrt (by norm_num)]
    norm_num
  have e2 : e 2 = -e 0 - e 1 := by linarith
  have f2 : f 2 = -f 0 - f 1 := by linarith
  rw [amplitude_modeTensor, Fin.sum_univ_three, r0, r1, r2, e2, f2]
  simp only [axis111]
  generalize 1 / Real.sqrt 3 = s at hs ⊢
  linear_combination
    d ^ 2 * (e 0 * f 0 + e 1 * f 1 + (-e 0 - e 1) * (-f 0 - f 1)) ^ 2 * hs
```

## (f) The transverse pair

**Task.** Let the first row of \(O\) in part (c) be the unit vector along (1,1,1). Show that the other two rows, the transverse phonons, together give
\[
\sum_{a=1}^{2}\Big(\sum_jO_{aj}r_j\Big)^2=\frac{2d^2}{3}|e|^2|f|^2 .
\]

**Solution.** By part (c), the three intensities of the triad add up to the total of part (d). Subtracting the longitudinal intensity of part (e) removes the term in \((e\cdot f)^2\). What remains does not depend on the angle between the polarizations, nor on how the transverse pair is oriented about the axis. The Lean proof is this subtraction.

```lean
/-- For light polarizations orthogonal to (1,1,1), the two transverse phonons of an orthonormal
triad with first axis (1,1,1) have a summed intensity that depends on the lengths of the
polarization vectors but not on the angle between them. -/
theorem transverse_111 (d : ℝ) (O : Matrix (Fin 3) (Fin 3) ℝ)
    (hO : O * Oᵀ = 1) (h0 : O 0 = axis111) {e f : Fin 3 → ℝ}
    (he : e ⬝ᵥ ![1, 1, 1] = 0) (hf : f ⬝ᵥ ![1, 1, 1] = 0) :
    amplitude (modeTensor d (O 1)) e f ^ 2 + amplitude (modeTensor d (O 2)) e f ^ 2 =
      2 / 3 * d ^ 2 * (e ⬝ᵥ e) * (f ⬝ᵥ f) := by
  have hc := total_basis_independent d O hO e f
  rw [total_111 d he hf, Fin.sum_univ_three, h0, longitudinal_111 d he hf] at hc
  linear_combination hc
```

## (g) An explicit triad

**Task.** Show that (1,1,1), (1,−1,0) and (1,1,−2), each divided by its length, form a triad of the kind used in part (f):
\[
TT^{T}=1,\qquad T_0=\tfrac{1}{\sqrt3}(1,1,1),
\]
where \(T\) has the three unit vectors as rows and \(T_0\) is its first row.

**Solution.** The squared lengths before normalization are 3, 2 and 6, which gives ones on the diagonal. The mutual dot products are \(1-1=0\), \(1+1-2=0\) and \(1-1=0\). The first row is the required axis by construction. Lean checks the nine matrix entries one by one.

```lean
/-- The explicit triad `triad111` is orthonormal and has (1,1,1) as its first axis. -/
theorem transverse_111_witness :
    triad111 * triad111ᵀ = 1 ∧ triad111 0 = axis111 := by
  have hs : ∀ x : ℝ, 0 < x → x * (1 / Real.sqrt x) ^ 2 = 1 := by
    intro x hx
    rw [div_pow, Real.sq_sqrt hx.le, one_pow]
    exact mul_one_div_cancel hx.ne'
  constructor
  · have h3 := hs 3 (by norm_num)
    have h2 := hs 2 (by norm_num)
    have h6 := hs 6 (by norm_num)
    unfold triad111
    generalize 1 / Real.sqrt 3 = a at h3 ⊢
    generalize 1 / Real.sqrt 2 = b at h2 ⊢
    generalize 1 / Real.sqrt 6 = c at h6 ⊢
    ext i j
    fin_cases i <;> fin_cases j <;>
      simp [Matrix.mul_apply, Fin.sum_univ_three] <;> nlinarith
  · ext j
    fin_cases j <;> simp [triad111, axis111]
```

## (h) Parallel unit polarizations

**Task.** For \(e=f\) of unit length, orthogonal to (1,1,1), find the total and longitudinal intensities:
\[
\sum_j(e^{T}R_je)^2=d^2,\qquad
\Big(\sum_j u_j\,e^{T}R_je\Big)^2=\frac{d^2}{3},
\]
with \(u\) as in part (e).

**Solution.** Put \(|e|^2=|f|^2=e\cdot f=1\) into parts (d) and (e). The total is \(d^2(2+1)/3=d^2\), and the longitudinal part is \(d^2/3\). Neither changes when \(e\) is rotated about the axis.

```lean
/-- For one unit polarization `e` orthogonal to (1,1,1), the total intensity is `d²`
and its longitudinal part is `d²/3`. -/
theorem parallel_111 (d : ℝ) {e : Fin 3 → ℝ}
    (he : e ⬝ᵥ ![1, 1, 1] = 0) (hn : e ⬝ᵥ e = 1) :
    ∑ j, amplitude (raman d j) e e ^ 2 = d ^ 2 ∧
    amplitude (modeTensor d axis111) e e ^ 2 = d ^ 2 / 3 := by
  rw [total_111 d he he, longitudinal_111 d he he, hn]
  constructor <;> ring
```

## (i) The longitudinal phonon along (1,1,0)

**Task.** For \(e\) and \(f\) orthogonal to (1,1,0), show that
\[
e^{T}(R_0+R_1)f=0 .
\]

**Solution.** Orthogonality means \(e_0+e_1=0\) and \(f_0+f_1=0\). Part (a) gives
\[
r_0+r_1=d\left[f_2(e_0+e_1)+e_2(f_0+f_1)\right]=0 .
\]
The unit displacement has the tensor \((R_0+R_1)/\sqrt2\), whose amplitude vanishes as well. The two brackets are the hypotheses `he'` and `hf'` in the last line of the proof.

```lean
/-- For polarizations orthogonal to (1,1,0), the amplitude of `raman d 0 + raman d 1` vanishes. -/
theorem silent_110 (d : ℝ) {e f : Fin 3 → ℝ}
    (he : e ⬝ᵥ ![1, 1, 0] = 0) (hf : f ⬝ᵥ ![1, 1, 0] = 0) :
    amplitude (raman d 0 + raman d 1) e f = 0 := by
  obtain ⟨r0, r1, -⟩ := amplitude_raman d e f
  have hadd : amplitude (raman d 0 + raman d 1) e f =
      amplitude (raman d 0) e f + amplitude (raman d 1) e f := by
    simp only [amplitude, Matrix.add_mulVec, dotProduct_add]
  simp only [dotProduct, Fin.sum_univ_three] at he hf
  have he' : e 0 + e 1 = 0 := by simpa using he
  have hf' : f 0 + f 1 = 0 := by simpa using hf
  rw [hadd, r0, r1]
  linear_combination d * f 2 * he' + d * e 2 * hf'
```

## (j) All silent longitudinal directions

**Task.** Let \(d\neq0\), so that the phonon does modulate the polarizability. Show that \(\sum_jq_jr_j=0\) for all \(e,f\) orthogonal to \(q\) exactly when
\[
q_i=0\quad\text{and}\quad q_j^2=q_k^2
\]
for some arrangement \(i,j,k\) of the indices 0, 1, 2.

**Solution.** Suppose the phonon is silent. The choice \(e=f=(q_1,-q_0,0)\) is orthogonal to \(q\) and has amplitude \(-2d\,q_0q_1q_2\), so one component of \(q\) vanishes.

Take \(q_0=0\). Then \(f=(0,q_2,-q_1)\) is orthogonal to \(q\), and so are \((q_1,0,0)\) and \((q_2,0,0)\). Using these two as \(e\) gives
\[
q_1(q_2^2-q_1^2)=0,\qquad q_2(q_2^2-q_1^2)=0 .
\]
Multiply the second equation by \(q_2\), the first by \(q_1\), and subtract: \((q_2^2-q_1^2)^2=0\). The other two cases follow by permuting the axes.

Conversely, let \(q_0=0\) and \(q_1=\sigma q_2\) with \(\sigma=\pm1\). Then
\[
\sum_jq_jr_j=d\left[e_0(q_1f_2+q_2f_1)+f_0(q_1e_2+q_2e_1)\right]
=\sigma d\left[e_0\,(f\cdot q)+f_0\,(e\cdot q)\right]=0 ,
\]
and again the other cases are permutations.

For \(q\neq0\) the condition singles out (1,1,0) and its cubic equivalents. The theorem also admits \(q=0\), where both sides hold trivially. In Lean, `key` evaluates the amplitude on test polarizations and divides out \(d\); `p`, `x`, `y` and `z` are the resulting equations. The six closing lines treat three positions of the zero and two signs \(\sigma\).

```lean
/-- For `d ≠ 0`, the phonon displaced along `q` is silent for all polarizations orthogonal to `q`
exactly when one component of `q` vanishes and the other two have equal squares. -/
theorem longitudinal_silent_iff {d : ℝ} (hd : d ≠ 0) (q : Fin 3 → ℝ) :
    (∀ e f : Fin 3 → ℝ, e ⬝ᵥ q = 0 → f ⬝ᵥ q = 0 →
      amplitude (modeTensor d q) e f = 0) ↔
    (q 0 = 0 ∧ q 1 ^ 2 = q 2 ^ 2) ∨ (q 1 = 0 ∧ q 2 ^ 2 = q 0 ^ 2) ∨
      (q 2 = 0 ∧ q 0 ^ 2 = q 1 ^ 2) := by
  have amp : ∀ e f : Fin 3 → ℝ, amplitude (modeTensor d q) e f =
      d * (q 0 * (e 1 * f 2 + e 2 * f 1) + q 1 * (e 0 * f 2 + e 2 * f 0) +
        q 2 * (e 0 * f 1 + e 1 * f 0)) := by
    intro e f
    obtain ⟨r0, r1, r2⟩ := amplitude_raman d e f
    rw [amplitude_modeTensor, Fin.sum_univ_three, r0, r1, r2]
    ring
  simp only [amp, dotProduct, Fin.sum_univ_three]
  constructor
  · intro h
    have key : ∀ a b c a' b' c' : ℝ, a * q 0 + b * q 1 + c * q 2 = 0 →
        a' * q 0 + b' * q 1 + c' * q 2 = 0 →
        q 0 * (b * c' + c * b') + q 1 * (a * c' + c * a') +
          q 2 * (a * b' + b * a') = 0 := fun a b c a' b' c' h1 h2 =>
      (mul_eq_zero.mp (h ![a, b, c] ![a', b', c'] h1 h2)).resolve_left hd
    -- test polarizations orthogonal to q
    have p := key (q 1) (-q 0) 0 (q 1) (-q 0) 0 (by ring) (by ring)
    have x := key (q 1) (-q 0) 0 (q 2) 0 (-q 0) (by ring) (by ring)
    have y := key (q 1) (-q 0) 0 0 (q 2) (-q 1) (by ring) (by ring)
    have z := key (q 2) 0 (-q 0) 0 (q 2) (-q 1) (by ring) (by ring)
    have hp : q 0 * (q 1 * q 2) = 0 := by linear_combination (-1 / 2) * p
    rcases mul_eq_zero.mp hp with h0 | h12
    · rw [h0] at y z
      have hs : (q 1 ^ 2 - q 2 ^ 2) ^ 2 = 0 := by
        linear_combination q 2 * z - q 1 * y
      exact Or.inl ⟨h0, sub_eq_zero.mp (pow_eq_zero_iff two_ne_zero |>.mp hs)⟩
    · rcases mul_eq_zero.mp h12 with h1 | h2
      · rw [h1] at x z
        have hs : (q 2 ^ 2 - q 0 ^ 2) ^ 2 = 0 := by
          linear_combination q 2 * z + q 0 * x
        exact Or.inr (Or.inl ⟨h1, sub_eq_zero.mp (pow_eq_zero_iff two_ne_zero |>.mp hs)⟩)
      · rw [h2] at x y
        have hs : (q 0 ^ 2 - q 1 ^ 2) ^ 2 = 0 := by
          linear_combination q 0 * x - q 1 * y
        exact Or.inr (Or.inr ⟨h2, sub_eq_zero.mp (pow_eq_zero_iff two_ne_zero |>.mp hs)⟩)
  · -- conversely, the amplitude is a combination of the two orthogonality conditions
    rintro (⟨h0, hs⟩ | ⟨h0, hs⟩ | ⟨h0, hs⟩) e f he hf <;>
      rcases sq_eq_sq_iff_eq_or_eq_neg.mp hs with h | h <;>
      rw [h0, h] at he hf ⊢
    · linear_combination d * (e 0 * hf + f 0 * he)
    · linear_combination -d * (e 0 * hf + f 0 * he)
    · linear_combination d * (e 1 * hf + f 1 * he)
    · linear_combination -d * (e 1 * hf + f 1 * he)
    · linear_combination d * (e 2 * hf + f 2 * he)
    · linear_combination -d * (e 2 * hf + f 2 * he)

end

end SiliconRaman
```

```lean
#print axioms SiliconRaman.amplitude_raman
-- 'SiliconRaman.amplitude_raman' depends on axioms: [propext, Classical.choice, Quot.sound]
#print axioms SiliconRaman.transverse_111
-- 'SiliconRaman.transverse_111' depends on axioms: [propext, Classical.choice, Quot.sound]
#print axioms SiliconRaman.silent_110
-- 'SiliconRaman.silent_110' depends on axioms: [propext, Classical.choice, Quot.sound]
#print axioms SiliconRaman.longitudinal_silent_iff
-- 'SiliconRaman.longitudinal_silent_iff' depends on axioms: [propext, Classical.choice, Quot.sound]
```
